# When a pair of real orbitals has maximal contact self-interaction energy among its rotations

The theorem `maximal_iff` concerns two real orbitals p and q on a finite grid, not assumed normalised or orthogonal, which are mixed by a rotation through an angle t. The self-interaction energy of the pair is the sum of the fourth powers of both orbitals over the grid, as for a contact interaction with its prefactor left out. The theorem says that no rotation raises this energy above its value at t = 0 exactly when the localisation condition ∑ p q (p² − q²) = 0 holds and ∑ (p⁴ − 6p²q² + q⁴) is nonnegative. For the forward direction, the proof gets the first condition from the vanishing of the derivative at a maximum, and the second from a comparison with the pair rotated by 45 degrees. The converse follows from the formula for the energy as a constant plus a harmonic in 4t, together with cos 4t ≤ 1.

The failing Lean file:

```lean
import Mathlib

open Real

namespace PedersonLocalisation

noncomputable section

variable {X ι : Type*} [Fintype X] [Fintype ι] [DecidableEq ι]

/-- The orbital-dependent potential `V_p = p²` of a contact self-interaction. -/
def potential (p : X → ℝ) (x : X) : ℝ := p x ^ 2

/-- The self-interaction energy `∑ p⁴` of one orbital. -/
def selfEnergy (p : X → ℝ) : ℝ := ∑ x, p x ^ 4

/-- The matrix element `⟨p, (V_p - V_q) q⟩` on the grid. -/
def mismatch (p q : X → ℝ) : ℝ :=
  ∑ x, p x * ((potential p x - potential q x) * q x)

/-- The first orbital of the pair after rotation by the angle `t`. -/
def rotP (p q : X → ℝ) (t : ℝ) : X → ℝ := fun x => cos t * p x + sin t * q x

/-- The second orbital of the pair after rotation by the angle `t`. -/
def rotQ (p q : X → ℝ) (t : ℝ) : X → ℝ := fun x => cos t * q x - sin t * p x

/-- The self-interaction energy of the rotated pair. -/
def pairEnergy (p q : X → ℝ) (t : ℝ) : ℝ :=
  selfEnergy (rotP p q t) + selfEnergy (rotQ p q t)

/-- The angular average of the pair energy, `(3/4) ∑ (p² + q²)²`. -/
def meanEnergy (p q : X → ℝ) : ℝ := ∑ x, 3 / 4 * (p x ^ 2 + q x ^ 2) ^ 2

/-- The coefficient `(1/4) ∑ (p⁴ - 6 p² q² + q⁴)` of `cos 4t` in the pair energy. -/
def anisotropy (p q : X → ℝ) : ℝ :=
  ∑ x, 1 / 4 * (p x ^ 4 - 6 * p x ^ 2 * q x ^ 2 + q x ^ 4)

omit [Fintype X] in
/-- Rotation by zero angle leaves both orbitals unchanged. -/
theorem rotation_zero (p q : X → ℝ) : rotP p q 0 = p ∧ rotQ p q 0 = q := by
  constructor
  · funext x
    simp [rotP]
  · funext x
    simp [rotQ]

/-- At every angle, the derivative of the pair energy is four times the matrix element
`⟨p_t, (V_{p_t} - V_{q_t}) q_t⟩` of the rotated orbitals. -/
theorem hasDerivAt_pairEnergy (p q : X → ℝ) (t : ℝ) :
    HasDerivAt (pairEnergy p q) (4 * mismatch (rotP p q t) (rotQ p q t)) t := by
  -- the rotation turns `p_t` towards `q_t`, and `q_t` towards `-p_t`
  have hP : ∀ x, HasDerivAt (fun s => rotP p q s x) (rotQ p q t x) t := fun x =>
    (((hasDerivAt_cos t).mul_const (p x)).fun_add
      ((hasDerivAt_sin t).mul_const (q x))).congr_deriv (by simp only [rotQ]; ring)
  have hQ : ∀ x, HasDerivAt (fun s => rotQ p q s x) (-rotP p q t x) t := fun x =>
    (((hasDerivAt_cos t).mul_const (q x)).fun_sub
      ((hasDerivAt_sin t).mul_const (p x))).congr_deriv (by simp only [rotP]; ring)
  have hP4 : ∀ x, HasDerivAt (fun s => rotP p q s x ^ 4)
      (4 * rotP p q t x ^ 3 * rotQ p q t x) t := fun x =>
    ((hP x).fun_pow 4).congr_deriv (by norm_num)
  have hQ4 : ∀ x, HasDerivAt (fun s => rotQ p q s x ^ 4)
      (4 * rotQ p q t x ^ 3 * (-rotP p q t x)) t := fun x =>
    ((hQ x).fun_pow 4).congr_deriv (by norm_num)
  have sP : HasDerivAt (fun s => ∑ x, rotP p q s x ^ 4)
      (∑ x, 4 * rotP p q t x ^ 3 * rotQ p q t x) t :=
    HasDerivAt.fun_sum fun x _ => hP4 x
  have sQ : HasDerivAt (fun s => ∑ x, rotQ p q s x ^ 4)
      (∑ x, 4 * rotQ p q t x ^ 3 * (-rotP p q t x)) t :=
    HasDerivAt.fun_sum fun x _ => hQ4 x
  refine (sP.fun_add sQ).congr_deriv ?_
  rw [← Finset.sum_add_distrib, mismatch, Finset.mul_sum]
  refine Finset.sum_congr rfl fun x _ => ?_
  simp only [potential]
  ring

/-- The pair energy is a constant plus a single harmonic in `4t`, whose sine coefficient is
the matrix element `⟨p, (V_p - V_q) q⟩`. -/
theorem pairEnergy_eq (p q : X → ℝ) (t : ℝ) :
    pairEnergy p q t =
      meanEnergy p q + anisotropy p q * cos (4 * t) + mismatch p q * sin (4 * t) := by
  have hc : cos (4 * t) = cos t ^ 4 - 6 * cos t ^ 2 * sin t ^ 2 + sin t ^ 4 := by
    rw [show 4 * t = 2 * (2 * t) by ring, cos_two_mul', cos_two_mul', sin_two_mul]
    ring
  have hs : sin (4 * t) = 4 * cos t * sin t * (cos t ^ 2 - sin t ^ 2) := by
    rw [show 4 * t = 2 * (2 * t) by ring, sin_two_mul, sin_two_mul, cos_two_mul']
    ring
  have h1 : (cos t ^ 2 + sin t ^ 2) ^ 2 = 1 := by rw [cos_sq_add_sin_sq, one_pow]
  unfold pairEnergy selfEnergy meanEnergy anisotropy mismatch
  rw [Finset.sum_mul, Finset.sum_mul, ← Finset.sum_add_distrib, ← Finset.sum_add_distrib,
    ← Finset.sum_add_distrib]
  refine Finset.sum_congr rfl fun x _ => ?_
  simp only [rotP, rotQ, potential]
  linear_combination (3 / 4 * (p x ^ 2 + q x ^ 2) ^ 2) * h1
    - (1 / 4 * (p x ^ 4 - 6 * p x ^ 2 * q x ^ 2 + q x ^ 4)) * hc
    - (p x * ((p x ^ 2 - q x ^ 2) * q x)) * hs

/-- The unrotated pair has the largest self-interaction energy among all rotated pairs exactly
when the localisation condition holds and the coefficient of `cos 4t` is nonnegative. -/
theorem maximal_iff (p q : X → ℝ) :
    (∀ t, pairEnergy p q t ≤ pairEnergy p q 0) ↔
      mismatch p q = 0 ∧ 0 ≤ anisotropy p q := by
  constructor
  · intro h
    have hmax : IsLocalMax (pairEnergy p q) 0 := Filter.Eventually.of_forall h
    have h0 := hmax.hasDerivAt_eq_zero (hasDerivAt_pairEnergy p q 0)
    have hB : mismatch p q = 0 := by simpa [rotP, rotQ] using h0
    refine ⟨hB, ?_⟩
    -- compare with the pair rotated by 45 degrees
    have h4 := h (π / 4)
    rw [pairEnergy_eq, pairEnergy_eq, show 4 * (π / 4) = π by ring, mul_zero, cos_pi,
      sin_pi, cos_zero, sin_zero] at h4
    linarith
  · rintro ⟨hB, hA⟩ t
    rw [pairEnergy_eq, pairEnergy_eq, hB, mul_zero, cos_zero]
    nlinarith [mul_le_mul_of_nonneg_left (cos_le_one (4 * t)) hA]

end

end PedersonLocalisation
```

Compiling this gives:

```
Main.lean:106:37: error: Type mismatch: After simplification, term
  h0
 has type
  mismatch (rotP p q 0) (rotQ p q 0) = 0
but is expected to have type
  mismatch p q = 0
```

Cause. The hypothesis `h0` says that four times `mismatch (rotP p q 0) (rotQ p q 0)` is zero. The message shows that `simpa` removed the factor 4 but left `rotP p q 0` and `rotQ p q 0` as they were, so the result did not match `mismatch p q = 0`.

Both definitions have a body of the form `fun x => …`, and the equations `simp` takes from them apply only once the grid point `x` is supplied as well. Here the rotated orbitals are passed to `mismatch` as whole functions, without a point, so `simp [rotP, rotQ]` has nothing to unfold. In `rotation_zero` the same unfolding works because `funext x` supplies the point first.

The repair rewrites `h0` with the two halves of `rotation_zero`, which are equalities between whole functions and so fit the terms as they stand. This leaves `4 * mismatch p q = 0`, from which `linarith` derives `mismatch p q = 0`.

The repair, with which the file compiles:

```diff
@@ -104,5 +104,6 @@
     have hmax : IsLocalMax (pairEnergy p q) 0 := Filter.Eventually.of_forall h
     have h0 := hmax.hasDerivAt_eq_zero (hasDerivAt_pairEnergy p q 0)
-    have hB : mismatch p q = 0 := by simpa [rotP, rotQ] using h0
+    rw [(rotation_zero p q).1, (rotation_zero p q).2] at h0
+    have hB : mismatch p q = 0 := by linarith
     refine ⟨hB, ?_⟩
     -- compare with the pair rotated by 45 degrees
```
